# The canonical shift of two uncoupled fragments with positive idempotency defects is the defect-weighted mean of their shifts

For a real square matrix P, playing the part of a density matrix, the idempotency defect is Tr(P − P²) and the canonical shift is Tr(P² − P³) divided by that defect. The declaration `shift_fromBlocks` takes two finite matrices A and B with positive defects, and joins them into a block-diagonal matrix whose zero off-diagonal blocks express that the fragments are uncoupled. It states that the shift of the joint matrix is the mean of the two fragment shifts, weighted by their defects; neither symmetry nor any bound on the eigenvalues is assumed. The proof tries to show that the numerator and the denominator of the joint shift are each sums over the fragments, and then to write each fragment's numerator as its defect times its shift.

This version doesn't compile in Lean 4 with Mathlib:

```lean
import Mathlib

open Matrix

namespace ShiftFromBlocks

noncomputable section

variable {m n : Type*} [Fintype m] [DecidableEq m] [Fintype n] [DecidableEq n]

/-- The idempotency defect `w = Tr(P - P²)` of a density matrix. -/
def defect (P : Matrix n n ℝ) : ℝ := (P - P ^ 2).trace

/-- The canonical shift `c = Tr(P² - P³) / Tr(P - P²)`, meaningful when the defect
`Tr(P - P²)` is nonzero. -/
def shift (P : Matrix n n ℝ) : ℝ := (P ^ 2 - P ^ 3).trace / defect P

omit [Fintype m] [DecidableEq m] [Fintype n] [DecidableEq n] in
/-- Block matrices are subtracted block by block. -/
theorem fromBlocks_sub_blocks (A A' : Matrix m m ℝ) (B B' : Matrix m n ℝ)
    (C C' : Matrix n m ℝ) (D D' : Matrix n n ℝ) :
    fromBlocks A B C D - fromBlocks A' B' C' D'
      = fromBlocks (A - A') (B - B') (C - C') (D - D') := by
  ext (i | i) (j | j) <;> simp

/-- The joint shift of two uncoupled fragments with positive defects is the mean of the
fragment shifts, weighted by the defects. -/
theorem shift_fromBlocks (A : Matrix m m ℝ) (B : Matrix n n ℝ)
    (hA : 0 < defect A) (hB : 0 < defect B) :
    shift (fromBlocks A 0 0 B)
      = (defect A * shift A + defect B * shift B) / (defect A + defect B) := by
  have hw : defect (fromBlocks A 0 0 B) = defect A + defect B := by
    simp only [defect, sq, fromBlocks_multiply, fromBlocks_sub_blocks, Matrix.mul_zero,
      Matrix.zero_mul, add_zero, zero_add, sub_self, trace_fromBlocks]
  have hn : ((fromBlocks A 0 0 B) ^ 2 - (fromBlocks A 0 0 B) ^ 3).trace
      = (A ^ 2 - A ^ 3).trace + (B ^ 2 - B ^ 3).trace := by
    simp only [sq, pow_three, fromBlocks_multiply, fromBlocks_sub_blocks, Matrix.mul_zero,
      Matrix.zero_mul, add_zero, zero_add, sub_self, trace_fromBlocks]
  have a1 : defect A * shift A = (A ^ 2 - A ^ 3).trace := by
    rw [shift]
    field_simp
  have b1 : defect B * shift B = (B ^ 2 - B ^ 3).trace := by
    rw [shift]
    field_simp
  rw [a1, b1, shift, hn, hw]

end

end ShiftFromBlocks
```

Messages:

```
Main.lean:34:53: error(lean.unknownIdentifier): Unknown identifier `trace_fromBlocks`
Main.lean:32:65: error: unsolved goals
m : Type u_1
n : Type u_2
inst✝³ : Fintype m
inst✝² : DecidableEq m
inst✝¹ : Fintype n
inst✝ : DecidableEq n
A : Matrix m m ℝ
B : Matrix n n ℝ
hA : 0 < defect A
hB : 0 < defect B
⊢ (fromBlocks (A - A * A) 0 0 (B - B * B)).trace = (A - A * A).trace + (B - B * B).trace
Main.lean:38:53: error(lean.unknownIdentifier): Unknown identifier `trace_fromBlocks`
Main.lean:36:57: error: unsolved goals
m : Type u_1
n : Type u_2
inst✝³ : Fintype m
inst✝² : DecidableEq m
inst✝¹ : Fintype n
inst✝ : DecidableEq n
A : Matrix m m ℝ
B : Matrix n n ℝ
hA : 0 < defect A
hB : 0 < defect B
hw : defect (fromBlocks A 0 0 B) = defect A + defect B
⊢ (fromBlocks (A * A - A * (A * A)) 0 0 (B * B - B * (B * B))).trace =
    (A * A - A * (A * A)).trace + (B * B - B * (B * B)).trace
```

What went wrong. Both `Unknown identifier` errors say that `trace_fromBlocks` names nothing Lean can find here, even with the namespace `Matrix` open. The two `unsolved goals` errors follow from this. The other `simp only` lemmas have carried out the block products and subtractions, but no rule is left to split the trace of the resulting block-diagonal matrix into the traces of its diagonal blocks, which is all that either goal still asks.

The repair proves that missing rule locally as `ht`. Unfolding `Matrix.trace` gives a sum of diagonal entries over the combined index type `m ⊕ n`, and `Fintype.sum_sum_type` splits it into a sum over `m` and a sum over `n`. With `ht` in place of the unknown name, `simp only` closes both goals. Joining `hw` and `hn` into one statement, proved by a shared `simp only` call, is mere tidying, as is the added comment.

After these edits no error is left:

```diff
@@ -30,11 +30,14 @@
     shift (fromBlocks A 0 0 B)
       = (defect A * shift A + defect B * shift B) / (defect A + defect B) := by
-  have hw : defect (fromBlocks A 0 0 B) = defect A + defect B := by
-    simp only [defect, sq, fromBlocks_multiply, fromBlocks_sub_blocks, Matrix.mul_zero,
-      Matrix.zero_mul, add_zero, zero_add, sub_self, trace_fromBlocks]
-  have hn : ((fromBlocks A 0 0 B) ^ 2 - (fromBlocks A 0 0 B) ^ 3).trace
-      = (A ^ 2 - A ^ 3).trace + (B ^ 2 - B ^ 3).trace := by
-    simp only [sq, pow_three, fromBlocks_multiply, fromBlocks_sub_blocks, Matrix.mul_zero,
-      Matrix.zero_mul, add_zero, zero_add, sub_self, trace_fromBlocks]
+  have ht : ∀ (X : Matrix m m ℝ) (Y : Matrix n n ℝ),
+      (fromBlocks X 0 0 Y).trace = X.trace + Y.trace := by
+    intro X Y
+    simp [Matrix.trace, Fintype.sum_sum_type]
+  -- both traces in the joint shift are sums over the fragments
+  obtain ⟨hw, hn⟩ : defect (fromBlocks A 0 0 B) = defect A + defect B ∧
+      ((fromBlocks A 0 0 B) ^ 2 - (fromBlocks A 0 0 B) ^ 3).trace
+        = (A ^ 2 - A ^ 3).trace + (B ^ 2 - B ^ 3).trace := by
+    constructor <;> simp only [defect, sq, pow_three, fromBlocks_multiply,
+      fromBlocks_sub_blocks, Matrix.mul_zero, Matrix.zero_mul, add_zero, zero_add, sub_self, ht]
   have a1 : defect A * shift A = (A ^ 2 - A ^ 3).trace := by
     rw [shift]
```
